# Population control never lowers the average energy when populations carry weights $\exp(-\tau e_i)$ with $\tau>0$

After a diffusion Monte Carlo run with population control, one can reweight the recorded energies to restore the growth factors that the control removed. In a model with finitely many walker populations, where a population of average energy $e_i$ gets the weight $\exp(-\tau e_i)$ with $\tau>0$, this correction can only lower the energy or leave it unchanged. Relative to the reweighted average, the controlled one is therefore biased upward unless all populations that occur have the same energy.

## Two averages over walker populations

```lean
import Mathlib

open Finset

namespace PopulationControlBias

noncomputable section

variable {ι : Type*} [Fintype ι]
```

The type `ι` is a finite set of labels. Each label $i$ stands for a whole population of walkers, not for a single walker.

```lean
/-- The controlled average: the mean of the population energies `e i` over the
distribution `p` of populations, with no correcting weights. -/
def controlled (p e : ι → ℝ) : ℝ := ∑ i, p i * e i
```

The functions `p` and `e` assign to each population its probability $p_i$ under control and its population-averaged energy $e_i$. The controlled average is

$$\bar e=\sum_i p_i e_i .$$

```lean
/-- The mean of the weights `exp (-τ e i)` over the distribution `p`. -/
def meanWeight (p e : ι → ℝ) (τ : ℝ) : ℝ := ∑ i, p i * Real.exp (-τ * e i)
```

The mean weight is $Z(\tau)=\sum_i p_i\exp(-\tau e_i)$. The exponential is a modelling assumption: left uncontrolled, a population of average energy $e_i$ changes its total weight by about this factor over a short imaginary time $\tau$, in units with $\hbar=1$. A constant reference energy would multiply all weights by the same number and cancel in the next quotient.

```lean
/-- The reweighted average: each population counts with the weight `exp (-τ e i)`.
It is meant for a nonzero mean weight. -/
def reweighted (p e : ι → ℝ) (τ : ℝ) : ℝ :=
  (∑ i, p i * e i * Real.exp (-τ * e i)) / meanWeight p e τ
```

The reweighted average restores these factors:

$$R(\tau)=\frac{\sum_i p_i e_i\exp(-\tau e_i)}{Z(\tau)} .$$

```lean
/-- The distribution of populations after reweighting over the time `σ`.
It is meant for a nonzero mean weight. -/
def tilted (p e : ι → ℝ) (σ : ℝ) (i : ι) : ℝ :=
  p i * Real.exp (-σ * e i) / meanWeight p e σ
```

Reweighting over a time $\sigma$ also produces a new distribution, $q_i=p_i\exp(-\sigma e_i)/Z(\sigma)$, which is needed for comparing two reweighting times.

```lean
/-- For a probability distribution of populations the mean weight is positive. -/
theorem meanWeight_pos {p : ι → ℝ} (hp : ∀ i, 0 ≤ p i) (h1 : ∑ i, p i = 1)
    (e : ι → ℝ) (τ : ℝ) : 0 < meanWeight p e τ := by
  have hex : ∃ i, 0 < p i := by
    by_contra h
    have h0 : ∑ i, p i ≤ 0 :=
      Finset.sum_nonpos fun i _ => not_lt.mp fun hi => h ⟨i, hi⟩
    linarith
  obtain ⟨i, hi⟩ := hex
  exact Finset.sum_pos' (fun j _ => mul_nonneg (hp j) (Real.exp_pos _).le)
    ⟨i, Finset.mem_univ i, mul_pos hi (Real.exp_pos _)⟩
```

In a Lean theorem the hypotheses stand before the final colon and the conclusion after it. Here `hp` says that no $p_i$ is negative, and `h1` says that they sum to one. The conclusion is $Z(\tau)>0$, so $R(\tau)$ is a genuine quotient.

If no $p_i$ were positive, their sum would be at most zero, not one. Hence some $p_i$ is positive, its term in $Z$ is positive, and the other terms are nonnegative.

## The bias as a sum over pairs

```lean
/-- For `p` summing to one, the product of the means of `e` and `w` minus the mean of
their product is half a sum over pairs of populations. -/
theorem covariance_identity {p : ι → ℝ} (h1 : ∑ i, p i = 1) (e w : ι → ℝ) :
    ∑ i, ∑ j, p i * p j * ((e i - e j) * (w j - w i)) =
      2 * ((∑ i, p i * e i) * (∑ i, p i * w i) - ∑ i, p i * e i * w i) := by
  calc _ = ∑ i, ∑ j, ((p i * e i) * (p j * w j) - (p i * e i * w i) * p j
          - p i * (p j * e j * w j) + (p i * w i) * (p j * e j)) :=
        Finset.sum_congr rfl fun i _ => Finset.sum_congr rfl fun j _ => by ring
    _ = (∑ i, p i * e i) * (∑ i, p i * w i) - (∑ i, p i * e i * w i) * (∑ i, p i)
          - (∑ i, p i) * (∑ i, p i * e i * w i)
          + (∑ i, p i * w i) * (∑ i, p i * e i) := by
        simp only [Finset.sum_add_distrib, Finset.sum_sub_distrib, Finset.sum_mul_sum]
    _ = _ := by rw [h1]; ring
```

For any numbers $w_i$, each summand on the left expands to

$$p_ip_j\,(e_iw_j-e_iw_i-e_jw_j+e_jw_i).$$

Now sum over $i$ and $j$. The first and last terms each give $(\sum_i p_ie_i)(\sum_i p_iw_i)$. The middle two each give $-\sum_i p_ie_iw_i$, because the free index sums to one. The total is twice the product of the means minus twice the mean of the product.

The `calc` block has the same three stages: `ring` expands each summand, `simp only` separates the sums, and `h1` replaces $\sum_i p_i$ by one. The signs of the $p_i$ play no part.

```lean
/-- The population-control bias of a probability distribution, written exactly as a sum
over pairs of populations. -/
theorem bias_eq {p : ι → ℝ} (hp : ∀ i, 0 ≤ p i) (h1 : ∑ i, p i = 1)
    (e : ι → ℝ) (τ : ℝ) :
    controlled p e - reweighted p e τ =
      (∑ i, ∑ j, p i * p j *
        ((e i - e j) * (Real.exp (-τ * e j) - Real.exp (-τ * e i)))) /
        (2 * meanWeight p e τ) := by
  have hZ := (meanWeight_pos hp h1 e τ).ne'
  have hR : reweighted p e τ * meanWeight p e τ =
      ∑ i, p i * e i * Real.exp (-τ * e i) := div_mul_cancel₀ _ hZ
  have key : ∑ i, ∑ j, p i * p j *
        ((e i - e j) * (Real.exp (-τ * e j) - Real.exp (-τ * e i))) =
      2 * (controlled p e * meanWeight p e τ - ∑ i, p i * e i * Real.exp (-τ * e i)) :=
    covariance_identity h1 e (fun i => Real.exp (-τ * e i))
  rw [eq_div_iff (mul_ne_zero two_ne_zero hZ)]
  linear_combination -2 * hR - key
```

Set $w_i=\exp(-\tau e_i)$ and write $N(\tau)$ for the numerator of $R(\tau)$. Then $\bar e-R=(\bar eZ-N)/Z$, and the identity turns this into

$$\bar e-R(\tau)=\frac{1}{2Z(\tau)}\sum_{i,j}p_ip_j\,(e_i-e_j)\bigl(\exp(-\tau e_j)-\exp(-\tau e_i)\bigr).$$

In the proof, `hR` is $RZ=N$ and `key` is the covariance identity. After `eq_div_iff` clears the denominator, `linear_combination` combines the two equations.

```lean
/-- For `τ > 0`, two different energies are ordered oppositely to their weights. -/
theorem pair_pos {τ a b : ℝ} (hτ : 0 < τ) (hab : a ≠ b) :
    0 < (a - b) * (Real.exp (-τ * b) - Real.exp (-τ * a)) := by
  rcases lt_or_gt_of_ne hab with h | h
  · have := Real.exp_lt_exp.mpr (show -τ * b < -τ * a by nlinarith)
    exact mul_pos_of_neg_of_neg (by linarith) (by linarith)
  · have := Real.exp_lt_exp.mpr (show -τ * a < -τ * b by nlinarith)
    exact mul_pos (by linarith) (by linarith)
```

If $a<b$ and $\tau>0$, then $\exp(-\tau b)<\exp(-\tau a)$, so both factors are negative. If $a>b$, both are positive. Either way the product is positive: the lower energy carries the larger weight.

```lean
/-- Population control biases the energy upward: for a probability distribution and
`τ > 0` the reweighted average is at most the controlled one, with equality exactly when
all populations of positive probability have the same energy. -/
theorem population_control_bias {p : ι → ℝ} (hp : ∀ i, 0 ≤ p i) (h1 : ∑ i, p i = 1)
    (e : ι → ℝ) {τ : ℝ} (hτ : 0 < τ) :
    reweighted p e τ ≤ controlled p e ∧
      (reweighted p e τ = controlled p e ↔
        ∀ i j, 0 < p i → 0 < p j → e i = e j) := by
  have hZ : 0 < 2 * meanWeight p e τ := mul_pos two_pos (meanWeight_pos hp h1 e τ)
  have hb := bias_eq hp h1 e τ
  -- every pair of populations contributes a nonnegative amount
  have hterm : ∀ i j, 0 ≤ p i * p j *
      ((e i - e j) * (Real.exp (-τ * e j) - Real.exp (-τ * e i))) := by
    intro i j
    by_cases h : e i = e j
    · simp [h]
    · exact mul_nonneg (mul_nonneg (hp i) (hp j)) (pair_pos hτ h).le
  refine ⟨?_, ?_, ?_⟩
  · have h : 0 ≤ controlled p e - reweighted p e τ := by
      rw [hb]
      exact div_nonneg (Finset.sum_nonneg fun i _ =>
        Finset.sum_nonneg fun j _ => hterm i j) hZ.le
    linarith
  · -- two populations of positive probability with different energies make the bias positive
    intro h i j hi hj
    by_contra hne
    have hS := Finset.sum_pos' (fun i _ => Finset.sum_nonneg fun j _ => hterm i j)
      ⟨i, Finset.mem_univ i, Finset.sum_pos' (fun j _ => hterm i j)
        ⟨j, Finset.mem_univ j, mul_pos (mul_pos hi hj) (pair_pos hτ hne)⟩⟩
    have h' := div_pos hS hZ
    rw [← hb] at h'
    linarith
  · intro h
    rw [Finset.sum_eq_zero fun i _ => Finset.sum_eq_zero fun j _ => ?_, zero_div] at hb
    · linarith
    · rcases (hp i).eq_or_lt with hi | hi
      · simp [← hi]
      · rcases (hp j).eq_or_lt with hj | hj
        · simp [← hj]
        · simp [h i j hi hj]
```

The theorem states two things, joined by `∧`. The first is $R(\tau)\le\bar e$. The second is that equality holds if and only if $e_i=e_j$ whenever $p_i$ and $p_j$ are both positive. Populations of zero probability may have any energy.

By hand, every summand in the bias formula is nonnegative: it vanishes for equal energies, and otherwise the previous lemma applies. This is `hterm`, and it gives the inequality. If two populations of positive probability differ in energy, their summand is strictly positive, and so is the bias. Conversely, if all populations of positive probability share one energy, every summand is zero, through either a probability or an energy difference.

The strict case turns on Mathlib's `Finset.sum_pos'`, which says that a finite sum of nonnegative terms is positive if at least one term is. Its second argument is a triple in angle brackets: the label of the positive term, the proof that this label belongs to the set summed over, and the proof of positivity. The sum here is double, so the lemma is used twice. The inner use, with $i$ fixed, finds the positive term at $j$ and makes row $i$ positive; the outer use makes the whole sum positive.

The distribution $p$ is given, not derived from branching dynamics. In an actual run the weights accumulate over a history of energies, whereas here a single $e_i$ supplies both the weight and the quantity averaged.

## Longer reweighting and the initial slope

```lean
/-- For a probability distribution, a longer reweighting time never raises the reweighted
energy, and leaves it unchanged exactly when all populations of positive probability have
the same energy. -/
theorem reweighted_antitone {p : ι → ℝ} (hp : ∀ i, 0 ≤ p i) (h1 : ∑ i, p i = 1)
    (e : ι → ℝ) {σ τ : ℝ} (hστ : σ < τ) :
    reweighted p e τ ≤ reweighted p e σ ∧
      (reweighted p e τ = reweighted p e σ ↔
        ∀ i j, 0 < p i → 0 < p j → e i = e j) := by
  have hZ := meanWeight_pos hp h1 e σ
  have hq : ∀ i, 0 ≤ tilted p e σ i := fun i =>
    div_nonneg (mul_nonneg (hp i) (Real.exp_pos _).le) hZ.le
  have hq1 : ∑ i, tilted p e σ i = 1 := by
    unfold tilted
    rw [← Finset.sum_div]
    exact div_self hZ.ne'
  have hpos : ∀ i, 0 < tilted p e σ i ↔ 0 < p i := fun i => by
    unfold tilted
    rw [div_pos_iff_of_pos_right hZ, mul_pos_iff_of_pos_right (Real.exp_pos _)]
  have hc : controlled (tilted p e σ) e = reweighted p e σ := by
    unfold controlled reweighted tilted
    rw [Finset.sum_div]
    exact Finset.sum_congr rfl fun i _ => by ring
  -- reweighting for σ and then for τ - σ is reweighting for τ
  have hE : ∀ i, Real.exp (-σ * e i) * Real.exp (-(τ - σ) * e i) =
      Real.exp (-τ * e i) := fun i => by
    rw [← Real.exp_add]
    congr 1
    ring
  have hN : ∑ i, tilted p e σ i * e i * Real.exp (-(τ - σ) * e i) =
      (∑ i, p i * e i * Real.exp (-τ * e i)) / meanWeight p e σ := by
    rw [Finset.sum_div]
    exact Finset.sum_congr rfl fun i _ => by rw [← hE i, tilted]; ring
  have hW : meanWeight (tilted p e σ) e (τ - σ) =
      meanWeight p e τ / meanWeight p e σ := by
    rw [meanWeight, meanWeight.eq_1 p e τ, Finset.sum_div]
    exact Finset.sum_congr rfl fun i _ => by rw [← hE i, tilted]; ring
  have hr : reweighted (tilted p e σ) e (τ - σ) = reweighted p e τ := by
    rw [reweighted, hN, hW, div_div_div_cancel_right₀ hZ.ne', reweighted]
  have h := population_control_bias hq hq1 e (sub_pos.mpr hστ)
  simpa only [hr, hc, hpos] using h
```

For $\sigma<\tau$ the claim is $R(\tau)\le R(\sigma)$, with the same condition for equality. The distribution $q$ is nonnegative, sums to one, and is positive exactly where $p$ is. Its controlled average is $\sum_i q_ie_i=R(\sigma)$.

Since $\exp(-\sigma e_i)\exp(-(\tau-\sigma)e_i)=\exp(-\tau e_i)$, reweighting $q$ for the remaining time gives

$$\frac{N(\tau)/Z(\sigma)}{Z(\tau)/Z(\sigma)}=R(\tau).$$

These facts are `hc` and `hr`. The main theorem, applied to $q$ with the positive time $\tau-\sigma$, finishes the argument.

```lean
/-- For `p` summing to one, the reweighted energy has at `τ = 0` the slope minus the `p`-weighted
sum of the squared deviations of `e i` from the controlled average. If `p` is also nonnegative, that
sum is the variance of the population energies. -/
theorem reweighted_hasDerivAt_zero {p : ι → ℝ} (h1 : ∑ i, p i = 1) (e : ι → ℝ) :
    HasDerivAt (fun t => reweighted p e t)
      (-∑ i, p i * (e i - controlled p e) ^ 2) 0 := by
  have hexp : ∀ i, HasDerivAt (fun t : ℝ => Real.exp (-t * e i)) (-e i) 0 := fun i => by
    have h := (hasDerivAt_mul_const (x := (0 : ℝ)) (-e i)).exp
    simpa using h
  have hN : HasDerivAt (fun t : ℝ => ∑ i, p i * e i * Real.exp (-t * e i))
      (∑ i, p i * e i * (-e i)) 0 :=
    HasDerivAt.fun_sum fun i _ => (hexp i).const_mul _
  have hZ : HasDerivAt (fun t : ℝ => ∑ i, p i * Real.exp (-t * e i))
      (∑ i, p i * (-e i)) 0 :=
    HasDerivAt.fun_sum fun i _ => (hexp i).const_mul _
  have hne : ∑ i, p i * Real.exp (-(0 : ℝ) * e i) ≠ 0 := by simp [h1]
  have hc : ∑ i, p i * e i = controlled p e := rfl
  have hm : ∑ i, p i * (-e i) = -controlled p e := by simp [controlled]
  have hs : ∑ i, p i * e i * (-e i) = -∑ i, p i * e i * e i := by simp
  -- expand the weighted sum of squared deviations, using that `p` sums to one
  have hv : ∑ i, p i * (e i - controlled p e) ^ 2 =
      ∑ i, p i * e i * e i - controlled p e ^ 2 := by
    calc _ = ∑ i, (p i * e i * e i - 2 * controlled p e * (p i * e i)
            + controlled p e ^ 2 * p i) := Finset.sum_congr rfl fun i _ => by ring
      _ = ∑ i, p i * e i * e i - 2 * controlled p e * (∑ i, p i * e i)
            + controlled p e ^ 2 * ∑ i, p i := by
          simp only [Finset.sum_add_distrib, Finset.sum_sub_distrib, Finset.mul_sum]
      _ = _ := by rw [h1, hc]; ring
  have h := hN.fun_div hZ hne
  refine HasDerivAt.congr_deriv h ?_
  simp only [neg_zero, zero_mul, Real.exp_zero, mul_one, h1]
  rw [hs, hm, hc, hv]
  ring

end

end PopulationControlBias
```

`HasDerivAt f d 0` means that $f$ has derivative $d$ at zero. At $\tau=0$ we have $N=\bar e$, $Z=1$, $N'=-\sum_i p_ie_i^2$ and $Z'=-\bar e$. The quotient rule gives

$$R'(0)=N'Z-NZ'=-\sum_i p_ie_i^2+\bar e^{\,2}=-\sum_i p_i(e_i-\bar e)^2 .$$

The step `hv` is the last equality, obtained by expanding the square. The theorem assumes only `h1`. For a probability distribution the last sum is the variance of the population energies, and since $R(0)=\bar e$, the bias for small $\tau$ is, to first order, $\tau$ times this variance.

```lean
#print axioms PopulationControlBias.population_control_bias
#print axioms PopulationControlBias.reweighted_antitone
#print axioms PopulationControlBias.reweighted_hasDerivAt_zero
```

```
'PopulationControlBias.population_control_bias' depends on axioms: [propext, Classical.choice, Quot.sound]
'PopulationControlBias.reweighted_antitone' depends on axioms: [propext, Classical.choice, Quot.sound]
'PopulationControlBias.reweighted_hasDerivAt_zero' depends on axioms: [propext, Classical.choice, Quot.sound]
```
